# The propagator of a bounded self-adjoint Hamiltonian with period T satisfies U(t+T) = U(t)U(T)

Take a single level whose energy oscillates in time, $H(t)=\omega+g\cos t$, with real $\omega$ and $g$ and with $\hbar=1$. The equation $U'=-iHU$ with $U(0)=1$ has the solution

$$U(t)=e^{-i(\omega t+g\sin t)}.$$

The Hamiltonian has period $T=2\pi$, but in general $U$ does not. Over one period the sine returns to its value and the linear term grows by $2\pi\omega$, so $U(t+2\pi)=U(t)\,e^{-2\pi i\omega}=U(t)\,U(2\pi)$. After $k$ periods the accumulated factor is $U(2\pi)^k$.

For operators the Hamiltonians at different times need not commute, and there is in general no such closed form. The rule survives because both of its sides solve the same differential equation with the same initial value, and such a solution is unique.

## From conserved overlaps to the Floquet property

Let $H(t)$ be self-adjoint for every real $t$, with $H(t+T)=H(t)$, and let $U$ solve $U'=-iHU$ with $U(0)=1$. The claim is that $U(t+T)=U(t)U(T)$ for all real $t$, and $U(kT)=U(T)^k$ for every natural $k$.

**Overlaps are constant.** If $X$ and $Y$ both solve the equation, then

$$(X^*Y)'=(-iHX)^*Y+X^*(-iHY)=iX^*HY-iX^*HY=0,$$

so $X(t)^*Y(t)=X(0)^*Y(0)$.

**Solutions are unique.** Suppose $X(0)=Y(0)$. The difference $D=X-Y$ solves the same linear equation and vanishes at time zero. Its overlap with itself is constant, so $D(t)^*D(t)=0$. Since $\|D\|^2=\|D^*D\|$, it follows that $D(t)=0$.

**The shift rule.** Put $V(t)=U(t+T)$ and $W(t)=U(t)U(T)$. Then

$$V'(t)=-iH(t+T)U(t+T)=-iH(t)V(t),\qquad W'(t)=-iH(t)U(t)U(T)=-iH(t)W(t),$$

and $V(0)=U(T)=W(0)$. By uniqueness $V=W$.

**Powers.** For $k=0$ both sides are $1$. If $U(kT)=U(T)^k$, the shift rule at $t=kT$ gives $U((k+1)T)=U(kT)U(T)=U(T)^{k+1}$.

For a periodically driven system with a finite matrix Hamiltonian, this means that the propagator over one period, $U(T)$, determines the propagator at all later multiples of $T$. The factorisation $U(t)=P(t)e^{-iFt}$ with periodic $P$ and constant $F$, which often carries the name of Floquet's theorem, needs a logarithm of $U(T)$; none is constructed here.

## Hamiltonians and propagators in a C*-algebra

```lean
import Mathlib

open Complex

namespace FloquetPropagator

variable {A : Type*} [CStarAlgebra A]
```

The type `A` holds both Hamiltonians and propagators. A C*-algebra here is a complete complex algebra with a unit, an adjoint `star` and a norm satisfying $\|a^*a\|=\|a\|^2$. Complex matrices with the operator norm and bounded operators on a Hilbert space are examples. Unbounded Hamiltonians, such as the kinetic energy of a particle in continuous space, are not covered.

```lean
/-- The operator Schrödinger equation `X' = -i H X` (with `ħ = 1`) at all real times. -/
def SolvesSchrodinger (H X : ℝ → A) : Prop :=
  ∀ t, HasDerivAt X (-(I • (H t * X t))) t
```

`SolvesSchrodinger H X` says that at every real time $X$ has the derivative $-iHX$, taken in the norm of `A`. Nothing is said about continuity of $H$.

```lean
/-- `U` is the propagator of `H`: it solves the Schrödinger equation and is the identity
at time zero. -/
structure IsPropagator (H U : ℝ → A) : Prop where
  init : U 0 = 1
  evol : SolvesSchrodinger H U
```

`IsPropagator H U` adds the initial value, so `U t` carries states from time $0$ to time $t$. That such a $U$ exists is a hypothesis of the theorems and is not derived from properties of $H$.

## Conservation, uniqueness and unitarity

```lean
/-- For a self-adjoint Hamiltonian the overlap `X* Y` of two solutions does not change
in time. -/
theorem overlap_conserved {H X Y : ℝ → A} (hH : ∀ t, IsSelfAdjoint (H t))
    (hX : SolvesSchrodinger H X) (hY : SolvesSchrodinger H Y) (t : ℝ) :
    star (X t) * Y t = star (X 0) * Y 0 := by
  have hd : ∀ s, HasDerivAt (fun s => star (X s) * Y s) 0 s := by
    intro s
    have hs : star (H s) = H s := (hH s).star_eq
    have h1 : HasDerivAt (fun s => star (X s)) (star (-(I • (H s * X s)))) s := (hX s).star
    refine (h1.fun_mul (hY s)).congr_deriv ?_
    -- the two terms with `H` in the middle cancel
    simp only [star_neg, star_smul, star_mul, hs, Complex.star_def, Complex.conj_I, neg_smul,
      neg_neg, smul_mul_assoc, mul_neg, mul_smul_comm, mul_assoc, add_neg_cancel]
  exact is_const_of_deriv_eq_zero (fun s => (hd s).differentiableAt) (fun s => (hd s).deriv) t 0
```

The product rule enters through `fun_mul`, and `congr_deriv` leaves the task of showing that the resulting derivative is zero. The `simp only` call moves the adjoint through the product, uses $H^*=H$ and $\bar{i}=-i$, and cancels the two terms. A function on the real line with zero derivative is constant, which is `is_const_of_deriv_eq_zero`.

```lean
/-- For a self-adjoint Hamiltonian, two solutions of the Schrödinger equation that agree at time
zero agree at all times. -/
theorem solution_unique {H X Y : ℝ → A} (hH : ∀ t, IsSelfAdjoint (H t))
    (hX : SolvesSchrodinger H X) (hY : SolvesSchrodinger H Y) (h0 : X 0 = Y 0) (t : ℝ) :
    X t = Y t := by
  have hD : SolvesSchrodinger H (fun s => X s - Y s) := by
    intro s
    refine ((hX s).fun_sub (hY s)).congr_deriv ?_
    rw [mul_sub, smul_sub]
    abel
  -- the difference `D` satisfies `D* D = 0`
  have h := overlap_conserved hH hD hD t
  simp only [h0, sub_self, mul_zero] at h
  exact sub_eq_zero.1 ((CStarRing.star_mul_self_eq_zero_iff _).1 h)
```

`hD` shows that the difference solves the equation, and the overlap theorem is then applied to this difference paired with itself.

The proof turns on the last line, where `CStarRing.star_mul_self_eq_zero_iff` states that $x^*x=0$ exactly when $x=0$. It does the work that a growth estimate does in the usual uniqueness theorem for differential equations, and it needs no bound on $\|H(t)\|$ over time. The lemma rests on the C*-norm and fails for adjoints in general. On pairs of complex numbers with componentwise product, the operation $(a,b)^*=(\bar b,\bar a)$ obeys the algebraic rules of an adjoint, yet $(1,0)^*(1,0)=(0,1)(1,0)=0$.

```lean
/-- The propagator of a self-adjoint Hamiltonian is unitary at all times. -/
theorem propagator_unitary {H U : ℝ → A} (hH : ∀ t, IsSelfAdjoint (H t))
    (hU : IsPropagator H U) (t : ℝ) :
    star (U t) * U t = 1 ∧ U t * star (U t) = 1 := by
  have hiso : ∀ s, star (U s) * U s = 1 := by
    intro s
    rw [overlap_conserved hH hU.evol hU.evol s, hU.init, star_one, one_mul]
  have hcont : Continuous U :=
    continuous_iff_continuousAt.2 fun s => (hU.evol s).continuousAt
  have hset : {s | U s * star (U s) = 1} = U ⁻¹' {x | IsUnit x} := by
    ext s
    constructor
    · intro h
      exact ⟨⟨U s, star (U s), h, hiso s⟩, rfl⟩
    · intro h
      have hu : IsUnit (U s) := h
      apply hu.mul_right_cancel
      rw [mul_assoc, hiso, mul_one, one_mul]
  -- the times at which `U` is unitary form a closed, open and non-empty set
  have hclosed : IsClosed {s | U s * star (U s) = 1} :=
    isClosed_eq (hcont.mul hcont.star) continuous_const
  have hopen : IsOpen {s | U s * star (U s) = 1} := by
    rw [hset]
    exact Units.isOpen.preimage hcont
  have huniv : {s | U s * star (U s) = 1} = Set.univ :=
    IsClopen.eq_univ ⟨hclosed, hopen⟩ ⟨0, by simp [hU.init]⟩
  have ht : t ∈ {s | U s * star (U s) = 1} := by
    rw [huniv]
    exact Set.mem_univ t
  exact ⟨hiso t, ht⟩
```

Conservation gives $U^*U=1$ at once. For matrices this already implies $UU^*=1$, but on an infinite-dimensional space an isometry may fail to be surjective, so a further argument is needed.

Let $S$ be the set of times at which $UU^*=1$. It is closed because $U$ is continuous. It is also the set of times at which $U$ is invertible: if $U$ is invertible, cancelling $U$ on the right of $UU^*U=U$ gives $UU^*=1$. This is `hset`. Invertible elements form an open set, so $S$ is open. It contains $0$, and the real line is connected, so $S$ contains every time.

## The shift rule and its converse

```lean
/-- Floquet property: for a self-adjoint Hamiltonian of period `T` the propagator satisfies
`U(t+T) = U(t) U(T)` at all times, and `U(kT) = U(T)^k` for every natural number `k`. -/
theorem floquet_property {H U : ℝ → A} {T : ℝ} (hH : ∀ t, IsSelfAdjoint (H t))
    (hT : Function.Periodic H T) (hU : IsPropagator H U) :
    (∀ t, U (t + T) = U t * U T) ∧ ∀ k : ℕ, U (k * T) = U T ^ k := by
  -- both sides solve the same equation with the same initial value
  have hleft : SolvesSchrodinger H (fun s => U (s + T)) := by
    intro s
    have h := HasDerivAt.comp_add_const s T (hU.evol (s + T))
    rw [hT s] at h
    exact h
  have hright : SolvesSchrodinger H (fun s => U s * U T) := by
    intro s
    refine ((hU.evol s).mul_const (U T)).congr_deriv ?_
    simp only [neg_mul, smul_mul_assoc, mul_assoc]
  have hshift : ∀ t, U (t + T) = U t * U T := fun t =>
    solution_unique hH hleft hright (by simp [hU.init]) t
  refine ⟨hshift, fun k => ?_⟩
  induction k with
  | zero => simp [hU.init]
  | succ k ih =>
    have e : ((k + 1 : ℕ) : ℝ) * T = k * T + T := by
      push_cast
      ring
    rw [e, hshift, ih, pow_succ]
```

`hleft` and `hright` are the equations for $V$ and $W$, and periodicity enters only in `hleft`, through `rw [hT s]`. Unitarity is not used. The real number `T` may have either sign, while the powers are stated for natural `k`.

```lean
/-- Converse: if the propagator of a self-adjoint Hamiltonian satisfies
`U(t+T) = U(t) U(T)` at all times, then the Hamiltonian has period `T`. -/
theorem periodic_of_floquet {H U : ℝ → A} {T : ℝ} (hH : ∀ t, IsSelfAdjoint (H t))
    (hU : IsPropagator H U) (hF : ∀ t, U (t + T) = U t * U T) :
    Function.Periodic H T := by
  intro t
  have h1 := HasDerivAt.comp_add_const t T (hU.evol (t + T))
  have h2 := (hU.evol t).mul_const (U T)
  have hfun : (fun s => U (s + T)) = fun s => U s * U T := funext hF
  rw [hfun] at h1
  -- compare the two expressions for the derivative and remove the factor `-i`
  have h3 := congrArg (fun x => I • x) (h1.unique h2)
  simp only [neg_mul, smul_mul_assoc, smul_neg, smul_smul, Complex.I_mul_I, neg_smul,
    one_smul, neg_neg] at h3
  rw [mul_assoc, ← hF t] at h3
  -- cancel the unitary `U(t+T)`
  have hu := (propagator_unitary hH hU (t + T)).2
  calc H (t + T) = H (t + T) * U (t + T) * star (U (t + T)) := by
        rw [mul_assoc, hu, mul_one]
    _ = H t * U (t + T) * star (U (t + T)) := by rw [h3]
    _ = H t := by rw [mul_assoc, hu, mul_one]
```

Conversely, suppose the shift rule holds at all times. Differentiating both sides gives

$$-iH(t+T)U(t+T)=-iH(t)U(t)U(T)=-iH(t)U(t+T).$$

Multiplying by $i$ and then by $U(t+T)^*$ on the right leaves $H(t+T)=H(t)$. In Lean, `h1.unique h2` equates the two derivatives, and the `calc` block cancels the unitary. A shift rule for a given non-zero $T$ is therefore a property of periodic driving and not of propagators in general.

## Floquet modes as eigenvectors of U(T)

```lean
/-- Floquet modes: for a bounded self-adjoint Hamiltonian of period `T` on a Hilbert space, with
propagator `U` and real `ε`, the function `exp(iεt) U(t) ψ` has period `T` exactly when `U(T) ψ =
exp(-iεT) ψ`. -/
theorem floquet_mode_iff {E : Type*} [NormedAddCommGroup E] [InnerProductSpace ℂ E]
    [CompleteSpace E] {H U : ℝ → (E →L[ℂ] E)} {T : ℝ} (hH : ∀ t, IsSelfAdjoint (H t))
    (hT : Function.Periodic H T) (hU : IsPropagator H U) (ε : ℝ) (ψ : E) :
    Function.Periodic (fun t : ℝ => exp (I * ε * t) • U t ψ) T ↔
      U T ψ = exp (-(I * ε * T)) • ψ := by
  constructor
  · intro h
    have h0 : exp (I * ε * T) • U T ψ = ψ := by
      have h1 := h 0
      simpa [hU.init] using h1
    calc U T ψ = exp (-(I * ε * T)) • (exp (I * ε * T) • U T ψ) := by
          rw [smul_smul, ← Complex.exp_add, neg_add_cancel, Complex.exp_zero, one_smul]
      _ = exp (-(I * ε * T)) • ψ := by rw [h0]
  · intro h t
    have h1 : U (t + T) ψ = U t (U T ψ) := by
      rw [(floquet_property hH hT hU).1 t]
      rfl
    have e : I * ε * ((t + T : ℝ) : ℂ) + -(I * ε * T) = I * ε * t := by
      push_cast
      ring
    change exp (I * ε * ((t + T : ℝ) : ℂ)) • U (t + T) ψ = exp (I * ε * t) • U t ψ
    rw [h1, h, map_smul, smul_smul, ← Complex.exp_add, e]
```

Here the algebra is that of bounded operators `E →L[ℂ] E` on a Hilbert space, `ψ` is the state at time zero, and `ε` is any real number; it is called a quasienergy when the two equivalent conditions of the theorem hold for a non-zero `ψ`. Put $\varphi(t)=e^{i\varepsilon t}U(t)\psi$. If $\varphi$ has period $T$, then $\varphi(T)=\varphi(0)$ reads $e^{i\varepsilon T}U(T)\psi=\psi$, which is the eigenvalue equation. If the eigenvalue equation holds, the shift rule gives

$$\varphi(t+T)=e^{i\varepsilon(t+T)}U(t)U(T)\psi=e^{i\varepsilon(t+T)}e^{-i\varepsilon T}U(t)\psi=\varphi(t).$$

For non-zero $\psi$, a Floquet mode is thus an eigenvector of the one-period propagator, followed in time with its phase $e^{-i\varepsilon t}$ removed. The theorem characterises such modes and does not claim that any exist.

## The oscillating level as an instance

The complex numbers form a C*-algebra, and in it the level from the beginning meets all the hypotheses of the shift rule. Its energy is real, hence self-adjoint; the cosine has period $2\pi$; and the chain rule gives

$$\frac{d}{dt}e^{-i(\omega t+g\sin t)}=-i(\omega+g\cos t)\,e^{-i(\omega t+g\sin t)}.$$

In the code, `hr` is the derivative of the real phase, and `cexp` carries it through the complex exponential.

```lean
/-- A single level with energy `ω + g cos t` is self-adjoint, has period `2π`, and has the
propagator `exp(-i(ωt + g sin t))`. -/
theorem floquet_witness (ω g : ℝ) :
    (∀ t : ℝ, IsSelfAdjoint ((ω + g * Real.cos t : ℝ) : ℂ)) ∧
    Function.Periodic (fun t : ℝ => ((ω + g * Real.cos t : ℝ) : ℂ)) (2 * Real.pi) ∧
    IsPropagator (fun t : ℝ => ((ω + g * Real.cos t : ℝ) : ℂ))
      (fun t : ℝ => exp (-(I * ((ω * t + g * Real.sin t : ℝ) : ℂ)))) := by
  refine ⟨fun t => Complex.conj_ofReal _, fun t => ?_, ⟨by simp, fun t => ?_⟩⟩
  · simp only [Real.cos_add_two_pi]
  · have hr : HasDerivAt (fun t : ℝ => ω * t + g * Real.sin t) (ω + g * Real.cos t) t := by
      simpa using ((hasDerivAt_id' t).const_mul ω).fun_add ((Real.hasDerivAt_sin t).const_mul g)
    refine ((hr.ofReal_comp.const_mul I).fun_neg.cexp).congr_deriv ?_
    simp only [smul_eq_mul]
    ring

end FloquetPropagator
```

```lean
#print axioms FloquetPropagator.periodic_of_floquet
#print axioms FloquetPropagator.floquet_mode_iff
```

```
'FloquetPropagator.periodic_of_floquet' depends on axioms: [propext, Classical.choice, Quot.sound]
'FloquetPropagator.floquet_mode_iff' depends on axioms: [propext, Classical.choice, Quot.sound]
```

## Generators that are not self-adjoint

The same question can be modelled without self-adjointness, by taking $H$ to be a norm-continuous function into a Banach algebra. Uniqueness would then come from a Grönwall estimate, using a bound on $\|H(t)\|$ over each finite time interval. The shift rule and the power rule would keep their form and would also apply to effective Hamiltonians with gain or loss. The price is the continuity assumption, and $U(T)$ would no longer have to be unitary, so the quasienergies could be complex.
